# Plane waves on a ring of N sites are orthogonal when their wave numbers differ modulo N

On a finite ring of N sites, the plane wave with integer wave number k has amplitude exp(2πikj/N) on site j. The theorem `planeWave_orthogonal` says that two such waves have inner product zero, that is, the sum over j of the conjugate of the first times the second vanishes, whenever k and l differ modulo N. The waves are unnormalised: each has norm √N, and the normalised amplitudes would be exp(2πikj/N)/√N. The attempt first writes each term of the sum as a single additive character evaluated at j(l − k), in a step called `h1`, and then applies Mathlib's result on the sum of a primitive character.

Lean 4 with Mathlib refuses this proof:

```lean
import Mathlib

open scoped Real ComplexConjugate

namespace PlaneWaveOrthogonal

noncomputable section

/-- The plane wave with amplitude `exp(2πikj/N)` on site `j`. -/
def planeWave (N : ℕ) [NeZero N] (k : ℤ) : ZMod N → ℂ := fun j =>
  ZMod.stdAddChar ((k : ZMod N) * j)

/-- Plane waves whose `k` differ modulo `N` are orthogonal. -/
theorem planeWave_orthogonal (N : ℕ) [NeZero N] (k l : ℤ) (h : (k : ZMod N) ≠ l) :
    ∑ j, conj (planeWave N k j) * planeWave N l j = 0 := by
  have h1 : ∀ j, conj (planeWave N k j) * planeWave N l j
      = ZMod.stdAddChar (j * ((l : ZMod N) - k)) := by
    intro j
    unfold planeWave
    rw [← AddChar.map_neg_eq_conj, ← AddChar.map_add_eq_mul]
    congr 1
    ring
  rw [Finset.sum_congr rfl fun j _ => h1 j,
    AddChar.sum_mulShift _ (ZMod.isPrimitive_stdAddChar N), if_neg (sub_ne_zero.mpr h.symm)]
  simp

end

end PlaneWaveOrthogonal
```

Messages:

```
Main.lean:17:30: error(lean.synthInstanceFailed): failed to synthesize instance of type class
  HSub (ZMod N) ℤ ?m.36

Hint: Type class instance resolution failures can be inspected with the `set_option trace.Meta.synthInstance true` command.
Main.lean:15:57: error: unsolved goals
N : ℕ
inst✝ : NeZero N
k l : ℤ
h : ↑k ≠ ↑l
⊢ ∑ j, (starRingEnd ℂ) (planeWave N k j) * planeWave N l j = 0
```

Lean accepts the file once it reads:

```diff
@@ -14,6 +14,6 @@
 theorem planeWave_orthogonal (N : ℕ) [NeZero N] (k l : ℤ) (h : (k : ZMod N) ≠ l) :
     ∑ j, conj (planeWave N k j) * planeWave N l j = 0 := by
-  have h1 : ∀ j, conj (planeWave N k j) * planeWave N l j
-      = ZMod.stdAddChar (j * ((l : ZMod N) - k)) := by
+  have h1 : ∀ j : ZMod N, conj (planeWave N k j) * planeWave N l j
+      = ZMod.stdAddChar (j * ((l : ZMod N) - (k : ZMod N))) := by
     intro j
     unfold planeWave
@@ -22,6 +22,6 @@
     ring
   rw [Finset.sum_congr rfl fun j _ => h1 j,
-    AddChar.sum_mulShift _ (ZMod.isPrimitive_stdAddChar N), if_neg (sub_ne_zero.mpr h.symm)]
-  simp
+    AddChar.sum_mulShift _ (ZMod.isPrimitive_stdAddChar N)]
+  simp only [if_neg (sub_ne_zero.mpr h.symm), Nat.cast_zero]
 
 end
```

Diagnosis. The first message concerns the statement of `h1`. In `(l : ZMod N) - k`, the integer `l` is cast to `ZMod N`, but `k` is left without a written cast. Lean did not insert one here, so it looked for a subtraction taking an element of `ZMod N` and an integer, and found no such instance. Writing `(k : ZMod N)` puts both terms in the same type and cures the error.

The second message follows from the first: the theorem's original goal remains, with no `h1` among the hypotheses.

The other changes are tidying. The annotation `j : ZMod N` states the type that `planeWave` already requires of `j`. At the end, `if_neg` moves from the `rw` into a `simp only`, which also names `Nat.cast_zero`, the fact that the natural number zero casts to zero. No message faults the old ending.
